# Unbiased Monte Carlo Estimates of Scattering Orders in a Finite Chambers Equation

On finitely many states, a Chambers equation whose nonnegative kernel has row sums bounded below one has exactly one solution, the sum over all scattering orders. Each order is the mean of a weighted source over random histories, provided that the sampling probabilities allow every move present in the kernel. This bears on Monte Carlo simulation of semiclassical carriers, restricted here to linear scattering, without carrier–carrier collisions or Pauli blocking.

## States, kernels and histories

The carrier distribution f obeys f = s + K f. Here s(i) is what reaches state i unscattered, and K(i,j) is the weight with which carriers scattered out of j contribute at i. A history starting at i therefore runs backwards, through the states the carriers came from.

The type `ι` is the finite set of states. Replacing the continuous Chambers integral by a matrix on this set is a discretisation, whose error is not estimated here.

```lean
import Mathlib

open Matrix

namespace ChambersMonteCarlo

noncomputable section

variable {ι : Type*} [Fintype ι]
```

The bound q < 1 limits the total weight Σⱼ K(i,j) with which other states and i itself feed state i, so one scattering turns a distribution bounded by B in absolute value into one bounded by qB. This differs from carrier loss, which concerns the sum over destinations i for a fixed origin j. "Subcritical" often means spectral radius below one; `IsSubcritical` is the stricter row-sum condition. It excludes the uniform steady state in which every carrier has already scattered: there s = 0, and q < 1 would leave only f = 0. A nonzero s can come, for example, from an initial distribution or from contacts, and the row-sum bound must still be checked. The sampling matrix P is stochastic, with rows that sum to one, and is chosen separately from K. In Lean, `*ᵥ` is matrix times vector.

```lean
/-- A scattering kernel with nonnegative entries and row sums at most `q < 1`. -/
structure IsSubcritical (K : Matrix ι ι ℝ) (q : ℝ) : Prop where
  nonneg : ∀ i j, 0 ≤ K i j
  row_le : ∀ i, ∑ j, K i j ≤ q
  lt_one : q < 1

/-- A matrix of transition probabilities: nonnegative entries and unit row sums. -/
structure IsStochastic (P : Matrix ι ι ℝ) : Prop where
  nonneg : ∀ i j, 0 ≤ P i j
  row_sum : ∀ i, ∑ j, P i j = 1

/-- The Neumann series `∑ Kⁿ s`, taken state by state, meant for kernels and sources for which it
converges. -/
def neumann [DecidableEq ι] (K : Matrix ι ι ℝ) (s : ι → ℝ) : ι → ℝ :=
  fun i => ∑' n : ℕ, (K ^ n *ᵥ s) i
```

A history has states x(0) = i and x(k+1) = ω(k) for k < n; `track` lists them. Its probability p(i,ω) is the product of the P(x(k),x(k+1)). The expectation E(i; X) is the finite sum of p(i,ω) X(ω) over all ω.

```lean
/-- The states visited by a history that starts at `i` and then runs through `ω`. -/
def track {n : ℕ} (i : ι) (ω : Fin n → ι) : Fin (n + 1) → ι :=
  Fin.cons (α := fun _ => ι) i ω

/-- The probability of a history under the transition matrix `P`. -/
def pathProb {n : ℕ} (P : Matrix ι ι ℝ) (i : ι) (ω : Fin n → ι) : ℝ :=
  ∏ k : Fin n, P (track i ω k.castSucc) (track i ω k.succ)

/-- The `P`-expectation of a quantity `X` over `n`-step histories from `i`. -/
def expect {n : ℕ} (P : Matrix ι ι ℝ) (i : ι) (X : (Fin n → ι) → ℝ) : ℝ :=
  ∑ ω, pathProb P i ω * X ω
```

The weight W(i,ω,m) is the product of K/P over the first m steps. Lean reads a ratio with P = 0 as zero; a history with such a step has probability zero and adds nothing to a mean. The tally T(i,ω) adds W(i,ω,m) s(x(m)) over m = 0, …, n, so it includes the start.

```lean
/-- The product of the ratios `K/P` over the first `m` steps of a history, meant for
histories whose steps all have nonzero probability. -/
def weight {n : ℕ} (K P : Matrix ι ι ℝ) (i : ι) (ω : Fin n → ι) (m : ℕ) : ℝ :=
  ∏ k : Fin n, if (k : ℕ) < m then
    K (track i ω k.castSucc) (track i ω k.succ) /
      P (track i ω k.castSucc) (track i ω k.succ) else 1

/-- The weighted source, summed over all states visited by a history whose steps all have
nonzero probability. -/
def tally {n : ℕ} (K P : Matrix ι ι ℝ) (s : ι → ℝ) (i : ι) (ω : Fin n → ι) : ℝ :=
  ∑ m : Fin (n + 1), weight K P i ω m * s (track i ω m)
```

## (a) Conditioning on the first move

Write jω for the continuation that moves first to j and then follows ω. Show, for any matrix P, that

E(i; X) = Σⱼ P(i,j) E(j; ω ↦ X(jω)).

**Solution.** Every (n+1)-step continuation is jω for exactly one pair (j,ω), and p(i,jω) = P(i,j) p(j,ω). Hence

E(i; X) = Σⱼ Σ_ω P(i,j) p(j,ω) X(jω),

and P(i,j) comes out of the inner sum. These two facts are `hsum` and `hprob`; jω is written `track j ω`.

```lean
/-- An expectation over histories can be taken by conditioning on the first move. -/
theorem expect_succ {n : ℕ} (P : Matrix ι ι ℝ) (i : ι) (X : (Fin (n + 1) → ι) → ℝ) :
    expect P i X = ∑ j, P i j * expect P j (fun ω : Fin n → ι => X (track j ω)) := by
  have hsum : ∀ F : (Fin (n + 1) → ι) → ℝ,
      ∑ ω, F ω = ∑ j, ∑ ω : Fin n → ι, F (track j ω) := fun F =>
    (Equiv.sum_comp (Fin.consEquiv fun _ : Fin (n + 1) => ι) F).symm.trans
      (Fintype.sum_prod_type _)
  have hprob : ∀ (j : ι) (ω : Fin n → ι),
      pathProb P i (track j ω) = P i j * pathProb P j ω := by
    intro j ω
    unfold pathProb
    rw [Fin.prod_univ_succ]
    rfl
  simp only [expect]
  rw [hsum]
  simp only [hprob, Finset.mul_sum, mul_assoc]
```

## (b) Normalised histories

For stochastic P, show that

p(i,ω) ≥ 0 and Σ_ω p(i,ω) = 1.

**Solution.** A product of nonnegative factors is nonnegative. For n = 0 there is one history, with empty product 1. For n + 1 steps, put X = 1 in (a): the sum is Σⱼ P(i,j) · 1 = 1. The Lean induction keeps the start i general, because the first move changes it.

```lean
/-- For a stochastic matrix the path probabilities are nonnegative and sum to one. -/
theorem pathProb_distribution {P : Matrix ι ι ℝ} (hP : IsStochastic P) (n : ℕ) (i : ι) :
    (∀ ω : Fin n → ι, 0 ≤ pathProb P i ω) ∧ ∑ ω : Fin n → ι, pathProb P i ω = 1 := by
  refine ⟨fun ω => Finset.prod_nonneg fun k _ => hP.nonneg _ _, ?_⟩
  have h : expect P i (fun _ : Fin n → ι => 1) = 1 := by
    induction n generalizing i with
    | zero => simp [expect, pathProb]
    | succ n ih =>
      rw [expect_succ]
      simp only [ih, mul_one]
      exact hP.row_sum i
  simpa only [expect, mul_one] using h
```

## (c) The source at step m

Let P be stochastic, with P(i,j) > 0 wherever K(i,j) ≠ 0. Show for 0 ≤ m ≤ n that

E(i; W(i,ω,m) s(x(m))) = (Kᵐ s)(i).

**Solution.** For m = 0 the weight is 1 and x(0) = i, so (b) gives s(i). For step m + 1 of n + 1, the first move contributes one ratio:

W(i,jω,m+1) = [K(i,j)/P(i,j)] W(j,ω,m).

By (a) and the induction hypothesis, the expectation is

Σⱼ P(i,j) [K(i,j)/P(i,j)] (Kᵐ s)(j) = Σⱼ K(i,j) (Kᵐ s)(j) = (Kᵐ⁺¹ s)(i).

Where K(i,j) = 0, both summands vanish; elsewhere P(i,j) cancels. The code makes the same distinction with `by_cases` and cancels with `field_simp`. Neither the sign nor the row sums of K enter.

```lean
variable [DecidableEq ι]

/-- If `P` is stochastic and allows every move with nonzero `K`, the weighted source at
step `m` of an `n`-step history has expectation `(Kᵐ s)ᵢ`. -/
theorem expect_weight {K P : Matrix ι ι ℝ} (hP : IsStochastic P)
    (hKP : ∀ i j, K i j ≠ 0 → 0 < P i j) (s : ι → ℝ) (n : ℕ) (m : Fin (n + 1)) (i : ι) :
    expect P i (fun ω : Fin n → ι => weight K P i ω m * s (track i ω m))
      = (K ^ (m : ℕ) *ᵥ s) i := by
  -- at step zero only the normalisation of the path probabilities enters
  have h0 : ∀ (n : ℕ) (i : ι), expect P i (fun ω : Fin n → ι =>
      weight K P i ω ((0 : Fin (n + 1)) : ℕ) * s (track i ω 0))
        = (K ^ ((0 : Fin (n + 1)) : ℕ) *ᵥ s) i := by
    intro n i
    have hw : ∀ ω : Fin n → ι, weight K P i ω 0 = 1 := fun ω => by simp [weight]
    have ht : ∀ ω : Fin n → ι, track i ω 0 = i := fun _ => rfl
    simp only [expect, Fin.val_zero, hw, ht, one_mul, ← Finset.sum_mul,
      (pathProb_distribution hP n i).2, pow_zero, Matrix.one_mulVec]
  induction n generalizing i with
  | zero =>
    obtain rfl : m = 0 := Fin.ext (Nat.lt_one_iff.mp m.isLt)
    exact h0 0 i
  | succ n ih =>
    cases m using Fin.cases with
    | zero => exact h0 _ i
    | succ m =>
      -- the first move contributes one factor K/P
      have hw : ∀ (j : ι) (ω : Fin n → ι), weight K P i (track j ω) ((m : ℕ) + 1)
          = K i j / P i j * weight K P j ω m := by
        intro j ω
        unfold weight
        rw [Fin.prod_univ_succ]
        refine congrArg₂ (· * ·) (if_pos (by simp))
          (Finset.prod_congr rfl fun k _ => if_congr (by simp) rfl rfl)
      have ht : ∀ (j : ι) (ω : Fin n → ι),
          track i (track j ω) m.succ = track j ω m := fun _ _ => rfl
      rw [expect_succ]
      simp only [Fin.val_succ, hw, ht]
      rw [pow_succ', ← Matrix.mulVec_mulVec]
      change _ = ∑ j, K i j * (K ^ (m : ℕ) *ᵥ s) j
      refine Finset.sum_congr rfl fun j _ => ?_
      rw [← ih m j]
      simp only [expect, Finset.mul_sum]
      refine Finset.sum_congr rfl fun ω _ => ?_
      by_cases h : K i j = 0
      · simp [h]
      · have hp := (hKP i j h).ne'
        field_simp
```

## (d) The source at the endpoint

Under the same conditions, show that

E(i; [∏ₖ K(x(k),x(k+1))/P(x(k),x(k+1))] s(x(n))) = (Kⁿ s)(i),

with k running from 0 to n − 1.

**Solution.** Take m = n in (c). Every step is then among the first m, so the weight is the full product. `Fin.last n` is the final index.

```lean
/-- If `P` is stochastic and allows every move with nonzero `K`, the product of all ratios
`K/P` times the source at the endpoint has expectation `(Kⁿ s)ᵢ`. -/
theorem expect_endpoint {K P : Matrix ι ι ℝ} (hP : IsStochastic P)
    (hKP : ∀ i j, K i j ≠ 0 → 0 < P i j) (s : ι → ℝ) (n : ℕ) (i : ι) :
    expect P i (fun ω : Fin n → ι =>
      (∏ k : Fin n, K (track i ω k.castSucc) (track i ω k.succ) /
        P (track i ω k.castSucc) (track i ω k.succ)) * s (track i ω (Fin.last n)))
      = (K ^ n *ᵥ s) i := by
  simpa only [weight, Fin.val_last, Fin.is_lt, if_true] using
    expect_weight hP hKP s n (Fin.last n) i
```

## (e) Forbidden moves spoil the estimate

Suppose the one-step estimator has mean (K s)(i) for every source s and start i. Show that

K(i,j) ≠ 0 implies P(i,j) ≠ 0.

**Solution.** Suppose P(i,j) = 0, and choose s equal to 1 at j and 0 elsewhere (`Pi.single j 1`). Then (K s)(i) = K(i,j). In the expectation, moves to k ≠ j meet a zero source, and the move to j has zero probability. Hence K(i,j) = 0, a contradiction.

```lean
/-- If the one-step estimator is unbiased for every source and start, then `P` is nonzero
wherever `K` is nonzero. -/
theorem support_necessary {K P : Matrix ι ι ℝ}
    (h : ∀ (s : ι → ℝ) (i : ι), expect P i (fun ω : Fin 1 → ι =>
      weight K P i ω 1 * s (track i ω 1)) = (K *ᵥ s) i)
    (i j : ι) (hij : K i j ≠ 0) : P i j ≠ 0 := by
  intro h0
  -- a source at j alone is never seen when the move to j is forbidden
  have hK : (K *ᵥ Pi.single j 1) i = K i j := by simp
  apply hij
  rw [← hK, ← h, expect_succ]
  refine Finset.sum_eq_zero fun k _ => ?_
  by_cases hk : k = j
  · rw [hk, h0, zero_mul]
  · have ht : ∀ ω : Fin 0 → ι, track i (track k ω) 1 = k := fun _ => rfl
    simp [expect, ht, hk]
```

## (f) Decay with scattering order

For subcritical K and |s(j)| ≤ B at every j, show that

|(Kⁿ s)(i)| ≤ qⁿ B.

**Solution.** The case n = 0 is the assumption. Then

|(Kⁿ⁺¹ s)(i)| ≤ Σⱼ K(i,j) |(Kⁿ s)(j)| ≤ [Σⱼ K(i,j)] qⁿ B ≤ qⁿ⁺¹ B.

The `calc` block follows this chain.

```lean
/-- For a subcritical kernel, `n` scatterings reduce a bound `B` on the source to `qⁿ B`. -/
theorem abs_pow_mulVec_le {K : Matrix ι ι ℝ} {q B : ℝ} (hK : IsSubcritical K q)
    {s : ι → ℝ} (hs : ∀ j, |s j| ≤ B) (n : ℕ) (i : ι) :
    |(K ^ n *ᵥ s) i| ≤ q ^ n * B := by
  induction n generalizing i with
  | zero => simpa using hs i
  | succ n ih =>
    rw [pow_succ', ← Matrix.mulVec_mulVec]
    change |∑ j, K i j * (K ^ n *ᵥ s) j| ≤ _
    calc |∑ j, K i j * (K ^ n *ᵥ s) j|
        ≤ ∑ j, |K i j * (K ^ n *ᵥ s) j| := Finset.abs_sum_le_sum_abs _ _
      _ ≤ ∑ j, K i j * (q ^ n * B) := Finset.sum_le_sum fun j _ => by
          rw [abs_mul, abs_of_nonneg (hK.nonneg i j)]
          exact mul_le_mul_of_nonneg_left (ih j) (hK.nonneg i j)
      _ = (∑ j, K i j) * (q ^ n * B) := by rw [Finset.sum_mul]
      _ ≤ q * (q ^ n * B) :=
          mul_le_mul_of_nonneg_right (hK.row_le i) ((abs_nonneg _).trans (ih i))
      _ = q ^ (n + 1) * B := by ring
```

## (g) Convergence of the scattering series

For subcritical K, show that at every i

Σₙ (Kⁿ s)(i) converges.

**Solution.** Take B = Σₖ |s(k)| in (f). Since 0 ≤ Σⱼ K(i,j) ≤ q < 1, the geometric series Σₙ qⁿ B converges and dominates the terms.

```lean
/-- For a subcritical kernel the Neumann series converges at every state. -/
theorem summable_neumann {K : Matrix ι ι ℝ} {q : ℝ} (hK : IsSubcritical K q)
    (s : ι → ℝ) (i : ι) : Summable (fun n : ℕ => (K ^ n *ᵥ s) i) := by
  have hq : 0 ≤ q := (Finset.sum_nonneg fun j _ => hK.nonneg i j).trans (hK.row_le i)
  have hs : ∀ j, |s j| ≤ ∑ k, |s k| := fun j =>
    Finset.single_le_sum (f := fun k => |s k|) (fun _ _ => abs_nonneg _) (Finset.mem_univ j)
  exact Summable.of_norm_bounded (g := fun n => q ^ n * ∑ k, |s k|)
    ((summable_geometric_of_lt_one hq hK.lt_one).mul_right _)
    (fun n => abs_pow_mulVec_le hK hs n i)
```

## (h) The remainder after N orders

If f = s + K f, show for any K that

f(i) = Σ_{m<N} (Kᵐ s)(i) + (Kᴺ f)(i).

**Solution.** For N = 0 this reads f(i) = f(i). Applying Kᴺ to the equation gives Kᴺ f = Kᴺ s + Kᴺ⁺¹ f, which turns the formula for N into that for N + 1.

```lean
/-- A solution of the Chambers equation is the sum of the first `N` scattering orders plus
the remainder `Kᴺ f`. -/
theorem chambers_iterate {K : Matrix ι ι ℝ} {s f : ι → ℝ} (hf : f = s + K *ᵥ f)
    (N : ℕ) (i : ι) :
    f i = ∑ m ∈ Finset.range N, (K ^ m *ᵥ s) i + (K ^ N *ᵥ f) i := by
  induction N with
  | zero => simp
  | succ N ih =>
    have h : K ^ N *ᵥ f = K ^ N *ᵥ s + K ^ (N + 1) *ᵥ f := by
      rw [pow_succ, ← Matrix.mulVec_mulVec, ← Matrix.mulVec_add, ← hf]
    have hi := congrFun h i
    rw [Pi.add_apply] at hi
    rw [Finset.sum_range_succ]
    linarith
```

## (i) Existence and uniqueness

For subcritical K, show that

f = s + K f ⇔ f(i) = Σₙ (Kⁿ s)(i) for every i.

**Solution.** Let f solve the equation. By (g) with f in place of s, the terms (Kᴺ f)(i) tend to zero, so (h) tends to the series. Limits are unique (`tendsto_nhds_unique`).

Conversely, let F be the series. Split off n = 0 and exchange the finite sum over j with the series:

F(i) = s(i) + Σₙ Σⱼ K(i,j) (Kⁿ s)(j) = s(i) + Σⱼ K(i,j) F(j).

```lean
/-- For a subcritical kernel, `f` solves the Chambers equation `f = s + K f` exactly when
it is the Neumann series. -/
theorem chambers_iff {K : Matrix ι ι ℝ} {q : ℝ} (hK : IsSubcritical K q) (s f : ι → ℝ) :
    f = s + K *ᵥ f ↔ f = neumann K s := by
  constructor
  · intro hf
    funext i
    -- the remainder tends to zero
    have h := tendsto_nhds_unique
      (tendsto_const_nhds.congr fun N => chambers_iterate hf N i)
      ((summable_neumann hK s i).hasSum.tendsto_sum_nat.add
        (summable_neumann hK f i).tendsto_atTop_zero)
    simpa only [neumann, add_zero] using h
  · rintro rfl
    funext i
    -- split off the unscattered term and pull K out of the series
    have h : HasSum (fun n : ℕ => (K ^ (n + 1) *ᵥ s) i) ((K *ᵥ neumann K s) i) := by
      have h1 : HasSum (fun n : ℕ => ∑ j, K i j * (K ^ n *ᵥ s) j)
          (∑ j, K i j * neumann K s j) :=
        hasSum_sum fun j _ => (summable_neumann hK s j).hasSum.mul_left (K i j)
      have h2 : (fun n : ℕ => (K ^ (n + 1) *ᵥ s) i)
          = fun n : ℕ => ∑ j, K i j * (K ^ n *ᵥ s) j := by
        funext n
        rw [pow_succ', ← Matrix.mulVec_mulVec]
        rfl
      rw [h2]
      exact h1
    have h3 := (summable_neumann hK s i).tsum_eq_zero_add
    rw [h.tsum_eq, pow_zero, Matrix.one_mulVec] at h3
    exact h3
```

## (j) Bias of a finite history

Under the conditions of (c) and (f), let f solve the equation. Show that

|E(i; T(i,ω)) − f(i)| ≤ qⁿ⁺¹ B/(1 − q).

**Solution.** By linearity and (c), the mean tally is Σ_{m≤n} (Kᵐ s)(i). By (h) with N = n + 1, its difference from f(i) is −(Kⁿ⁺¹ f)(i). From (i) and (f),

|f(j)| ≤ Σₘ qᵐ B = B/(1 − q).

Applying (f) to f, with this bound in place of B, gives the result. In Lean these steps are `hE`, `hr` and `hB`.

```lean
/-- For a subcritical `K`, a stochastic `P` allowing every move with nonzero `K`, and a
source bounded by `B`, the mean tally of `n`-step histories differs from the solution of
the Chambers equation by at most `qⁿ⁺¹ B / (1 - q)`. -/
theorem tally_bias {K P : Matrix ι ι ℝ} {q B : ℝ} (hK : IsSubcritical K q)
    (hP : IsStochastic P) (hKP : ∀ i j, K i j ≠ 0 → 0 < P i j) {s f : ι → ℝ}
    (hs : ∀ j, |s j| ≤ B) (hf : f = s + K *ᵥ f) (n : ℕ) (i : ι) :
    |expect P i (fun ω : Fin n → ι => tally K P s i ω) - f i|
      ≤ q ^ (n + 1) * (B / (1 - q)) := by
  have hq : 0 ≤ q := (Finset.sum_nonneg fun j _ => hK.nonneg i j).trans (hK.row_le i)
  -- the mean tally is the truncated Neumann series
  have hE : expect P i (fun ω : Fin n → ι => tally K P s i ω)
      = ∑ m ∈ Finset.range (n + 1), (K ^ m *ᵥ s) i := by
    simp only [expect, tally, Finset.mul_sum]
    rw [Finset.sum_comm, ← Fin.sum_univ_eq_sum_range (fun m => (K ^ m *ᵥ s) i)]
    exact Finset.sum_congr rfl fun m _ => expect_weight hP hKP s n m i
  -- the solution itself is bounded by the geometric series
  have hB : ∀ j, |f j| ≤ B / (1 - q) := by
    intro j
    have hg := (hasSum_geometric_of_lt_one hq hK.lt_one).mul_right B
    have hb : ‖∑' m : ℕ, (K ^ m *ᵥ s) j‖ ≤ (1 - q)⁻¹ * B :=
      tsum_of_norm_bounded hg (fun m => abs_pow_mulVec_le hK hs m j)
    rw [(chambers_iff hK s f).1 hf, div_eq_inv_mul]
    exact hb
  have hr : expect P i (fun ω : Fin n → ι => tally K P s i ω) - f i
      = -(K ^ (n + 1) *ᵥ f) i := by
    rw [hE]
    linarith [chambers_iterate hf (n + 1) i]
  rw [hr, abs_neg]
  exact abs_pow_mulVec_le hK hB (n + 1) i

end

end ChambersMonteCarlo
```

```lean
#print axioms ChambersMonteCarlo.expect_endpoint
#print axioms ChambersMonteCarlo.support_necessary
#print axioms ChambersMonteCarlo.chambers_iterate
#print axioms ChambersMonteCarlo.tally_bias
```

```
'ChambersMonteCarlo.expect_endpoint' depends on axioms: [propext, Classical.choice, Quot.sound]
'ChambersMonteCarlo.support_necessary' depends on axioms: [propext, Classical.choice, Quot.sound]
'ChambersMonteCarlo.chambers_iterate' depends on axioms: [propext, Classical.choice, Quot.sound]
'ChambersMonteCarlo.tally_bias' depends on axioms: [propext, Classical.choice, Quot.sound]
```

## One history in a simulation

A run starts at i with weight 1 and tally s(i). At each step it draws the next state j from the current row of P, multiplies the weight by K/P for that move, and adds weight times s(j) to the tally. After n steps the tally is stored, and the average over many runs estimates f(i). For q = 0.9, n = 87 brings the bias bound below 0.001 B; the statistical scatter of the average is a separate error.
